# Transmission bounds for two single-channel, flux-conserving scatterers in series

Let two scatterers have transfer matrices of the form [[a, b], [conj b, conj a]] with |a|² − |b|² = 1. Write T₁, T₂ for their transmission probabilities and R₁ = 1 − T₁, R₂ = 1 − T₂ for their reflection probabilities. Their product has the same form, and its transmission T satisfies

T₁T₂/(1 + √(R₁R₂))² ≤ T ≤ T₁T₂/(1 − √(R₁R₂))²,

where √(R₁R₂) < 1.

## Waves on either side of a scatterer

Consider one particle on a line, with the same wave number on both sides of a localised real potential. The transfer matrix takes the amplitudes of the right- and left-moving waves on the right of the potential to those on the left. The condition |a|² − |b|² = 1 expresses conservation of probability flux, and the conjugate entries express time-reversal symmetry.

For a wave incident from the left, nothing arrives from the right, so the incident amplitude is a times the transmitted one. Hence

T = 1/|a|², R = 1 − T.

In the product MN, M stands on the left. Free propagation between the scatterers has b = 0 and |a| = 1, and can be absorbed into either matrix. For a single non-interacting particle in one channel, the bounds therefore limit what a change of spacing can do to the transmission.

## Multiplying two matrices

Let M have entries a₁, b₁ and N have entries a₂, b₂ in their upper rows. The upper row of MN is

A = a₁a₂ + b₁ conj b₂,
B = a₁b₂ + b₁ conj a₂,

and its lower row is conj B, conj A. In |A|² and |B|² the cross terms are both 2 Re(a₁a₂b₂ conj b₁), so they cancel in the difference:

|A|² − |B|² = (|a₁|² − |b₁|²)(|a₂|² − |b₂|²) = 1.

## From the round-trip factor to the bounds

Flux conservation gives |a|² = 1 + |b|², so |a| ≥ 1, |b| < |a| and

R = 1 − 1/|a|² = (|b|/|a|)².

Define ρ = (b₁/a₁)(conj b₂/a₂). Then |ρ| = √(R₁R₂) < 1. Factoring A gives

A = a₁a₂(1 + ρ),
T = T₁T₂/|1 + ρ|².

The bounds follow from 1 − |ρ| ≤ |1 + ρ| ≤ 1 + |ρ|. With this sign convention, ρ is minus the amplitude for one round trip between the scatterers, so constructive interference corresponds to negative ρ.

Since

|1 + ρ|² = 1 + 2 Re ρ + |ρ|²,

the lower bound is attained exactly when Re ρ = √(R₁R₂), and the upper bound exactly when Re ρ = −√(R₁R₂).

## Chains and rapidity

Define the rapidity of a scatterer as θ = arsinh |b|. Then |b| = sinh θ, |a| = cosh θ and T = 1/cosh² θ. For two scatterers,

|B| ≤ |a₁||b₂| + |b₁||a₂| = sinh(θ₁ + θ₂),

so the rapidity of the product is at most θ₁ + θ₂. By induction, the rapidity of a chain is at most Σθᵢ. Because cosh increases on nonnegative arguments,

T ≥ 1/cosh²(Σθᵢ),

and n identical cells have T ≥ 1/cosh²(nθ). The empty chain is the identity matrix, with T = 1.

## Why flux conservation is needed

Take both matrices equal to [[1, 1], [1, 1]]. They have the conjugate form, but |a|² − |b|² = 0. The formulas give T₁ = T₂ = 1 and R₁ = R₂ = 0, so both bounds equal 1. The product has upper-left entry 2, hence T = 1/4, and the lower bound fails. The reason is that 1 − T is no longer the reflected fraction: here (|b|/|a|)² = 1, while 1 − T = 0. Flux conservation makes the two agree.

## The statement in Lean

`Mat2` is the type of complex 2×2 matrices, with indices starting at 0: a is `M 0 0` and b is `M 0 1`. The predicate `IsTransfer` contains the two conjugation conditions and the flux condition. `transmission`, `reflection`, `roundTrip` and `rapidity` are T, R, ρ and θ.

`transmission_mul_bounds` says that for any `M` and `N` satisfying `IsTransfer`, the product satisfies it too, √(R₁R₂) is below one, and both inequalities hold. `transmission_prod_ge` treats a finite list of possibly different scatterers, and `transmission_pow_ge` treats powers of one matrix, including the zeroth.

The transfer-matrix form is assumed, not derived from a Schrödinger equation. Absorption and several channels are not covered. If the wave numbers on the two sides differ, the assumed form holds for amplitudes normalised to unit flux, but not for plain plane-wave amplitudes.

```lean
import Mathlib

open ComplexConjugate

namespace TransferMatrixComposition

noncomputable section

/-- Complex two-by-two matrices acting on the amplitudes of right- and left-moving waves. -/
abbrev Mat2 := Matrix (Fin 2) (Fin 2) ℂ

/-- A transfer matrix has the form `[[a, b], [conj b, conj a]]` with `|a|² - |b|² = 1`. -/
structure IsTransfer (M : Mat2) : Prop where
  lower_left : M 1 0 = conj (M 0 1)
  lower_right : M 1 1 = conj (M 0 0)
  flux : ‖M 0 0‖ ^ 2 - ‖M 0 1‖ ^ 2 = 1

/-- The transmission probability `T = 1 / |a|²`. -/
def transmission (M : Mat2) : ℝ := 1 / ‖M 0 0‖ ^ 2

/-- The reflection probability `R = 1 - T`. -/
def reflection (M : Mat2) : ℝ := 1 - transmission M

/-- The round-trip factor `ρ = (M₀₁ / M₀₀) (N₁₀ / N₀₀)` of two scatterers in series. -/
def roundTrip (M N : Mat2) : ℂ := (M 0 1 / M 0 0) * (N 1 0 / N 0 0)

/-- The rapidity `θ = arsinh |b|` of a scatterer. -/
def rapidity (M : Mat2) : ℝ := Real.arsinh ‖M 0 1‖

/-- The real matrix `[[cosh θ, sinh θ], [sinh θ, cosh θ]]`. -/
def boost (θ : ℝ) : Mat2 :=
  !![((Real.cosh θ : ℝ) : ℂ), ((Real.sinh θ : ℝ) : ℂ);
     ((Real.sinh θ : ℝ) : ℂ), ((Real.cosh θ : ℝ) : ℂ)]

/-- The product of two transfer matrices is a transfer matrix. -/
theorem IsTransfer.mul {M N : Mat2} (hM : IsTransfer M) (hN : IsTransfer N) :
    IsTransfer (M * N) := by
  obtain ⟨h1, h2, h3⟩ := hM
  obtain ⟨k1, k2, k3⟩ := hN
  refine ⟨?_, ?_, ?_⟩
  · simp only [Matrix.mul_apply, Fin.sum_univ_two, h1, h2, k1, k2, map_add, map_mul,
      Complex.conj_conj]
    ring
  · simp only [Matrix.mul_apply, Fin.sum_univ_two, h1, h2, k1, k2, map_add, map_mul,
      Complex.conj_conj]
    ring
  · -- the quantity |a|² - |b|² is multiplicative: the cross terms cancel
    simp only [Matrix.mul_apply, Fin.sum_univ_two, k1, k2, Complex.sq_norm,
      Complex.normSq_apply, Complex.add_re, Complex.add_im, Complex.mul_re, Complex.mul_im,
      Complex.conj_re, Complex.conj_im] at h3 k3 ⊢
    linear_combination ((N 0 0).re * (N 0 0).re + (N 0 0).im * (N 0 0).im
      - ((N 0 1).re * (N 0 1).re + (N 0 1).im * (N 0 1).im)) * h3 + k3

/-- For a transfer matrix `|a| ≥ 1`, `|b| < |a|`, and `R = (|b| / |a|)²`. -/
theorem IsTransfer.probabilities {M : Mat2} (hM : IsTransfer M) :
    1 ≤ ‖M 0 0‖ ∧ ‖M 0 1‖ < ‖M 0 0‖ ∧ reflection M = (‖M 0 1‖ / ‖M 0 0‖) ^ 2 := by
  have h := hM.flux
  have ha := norm_nonneg (M 0 0)
  have hb := norm_nonneg (M 0 1)
  have h1 : 1 ≤ ‖M 0 0‖ := by
    by_contra hc
    have hc' := not_le.1 hc
    nlinarith [mul_nonneg ha (sub_pos.2 hc').le, sq_nonneg ‖M 0 1‖]
  have h2 : ‖M 0 1‖ < ‖M 0 0‖ := by
    by_contra hc
    have hc' := not_lt.1 hc
    nlinarith [mul_nonneg ha (sub_nonneg.2 hc'), mul_nonneg hb (sub_nonneg.2 hc')]
  have hne : ‖M 0 0‖ ≠ 0 := (lt_of_lt_of_le one_pos h1).ne'
  have hb2 : ‖M 0 1‖ ^ 2 = ‖M 0 0‖ ^ 2 - 1 := by linarith
  refine ⟨h1, h2, ?_⟩
  rw [reflection, transmission, div_pow, hb2, sub_div, div_self (pow_ne_zero 2 hne)]

/-- The round-trip factor has modulus `√(R₁ R₂)`, and this modulus is less than one. -/
theorem norm_roundTrip {M N : Mat2} (hM : IsTransfer M) (hN : IsTransfer N) :
    ‖roundTrip M N‖ = Real.sqrt (reflection M * reflection N) ∧ ‖roundTrip M N‖ < 1 := by
  obtain ⟨a1, b1, r1⟩ := hM.probabilities
  obtain ⟨a2, b2, r2⟩ := hN.probabilities
  have hc : ‖N 1 0‖ = ‖N 0 1‖ := by simp [hN.lower_left]
  have e : ‖roundTrip M N‖ = (‖M 0 1‖ / ‖M 0 0‖) * (‖N 0 1‖ / ‖N 0 0‖) := by
    rw [roundTrip, norm_mul, norm_div, norm_div, hc]
  have hx : 0 ≤ ‖M 0 1‖ / ‖M 0 0‖ := by positivity
  have hnn : 0 ≤ (‖M 0 1‖ / ‖M 0 0‖) * (‖N 0 1‖ / ‖N 0 0‖) := by positivity
  have u1 : ‖M 0 1‖ / ‖M 0 0‖ < 1 := (div_lt_one (lt_of_lt_of_le one_pos a1)).2 b1
  have u2 : ‖N 0 1‖ / ‖N 0 0‖ < 1 := (div_lt_one (lt_of_lt_of_le one_pos a2)).2 b2
  constructor
  · rw [r1, r2, ← mul_pow, Real.sqrt_sq hnn, e]
  · rw [e]
    exact lt_of_le_of_lt (mul_le_of_le_one_right hx u2.le) u1

/-- Composition law: the product has upper-left entry `a₁ a₂ (1 + ρ)` and transmission
`T = T₁ T₂ / |1 + ρ|²`. -/
theorem transmission_mul {M N : Mat2} (hM : IsTransfer M) (hN : IsTransfer N) :
    (M * N) 0 0 = M 0 0 * N 0 0 * (1 + roundTrip M N) ∧
    transmission (M * N) = transmission M * transmission N / ‖1 + roundTrip M N‖ ^ 2 := by
  have n1 : M 0 0 ≠ 0 := norm_pos_iff.1 (lt_of_lt_of_le one_pos hM.probabilities.1)
  have n2 : N 0 0 ≠ 0 := norm_pos_iff.1 (lt_of_lt_of_le one_pos hN.probabilities.1)
  have i1 := mul_inv_cancel₀ n1
  have i2 := mul_inv_cancel₀ n2
  -- factor a₁ a₂ out of a₁ a₂ + b₁ conj b₂
  have e : (M * N) 0 0 = M 0 0 * N 0 0 * (1 + roundTrip M N) := by
    simp only [Matrix.mul_apply, Fin.sum_univ_two, roundTrip]
    linear_combination (-(M 0 1 * N 1 0) * (N 0 0 * (N 0 0)⁻¹)) * i1 - M 0 1 * N 1 0 * i2
  refine ⟨e, ?_⟩
  simp only [transmission, e, norm_mul]
  ring

/-- Two scatterers in series: the product is a transfer matrix, `√(R₁ R₂) < 1`, and
`T₁ T₂ / (1 + √(R₁ R₂))² ≤ T ≤ T₁ T₂ / (1 - √(R₁ R₂))²`. -/
theorem transmission_mul_bounds {M N : Mat2} (hM : IsTransfer M) (hN : IsTransfer N) :
    IsTransfer (M * N) ∧ Real.sqrt (reflection M * reflection N) < 1 ∧
    transmission M * transmission N / (1 + Real.sqrt (reflection M * reflection N)) ^ 2
      ≤ transmission (M * N) ∧
    transmission (M * N)
      ≤ transmission M * transmission N / (1 - Real.sqrt (reflection M * reflection N)) ^ 2 := by
  obtain ⟨hs, hlt⟩ := norm_roundTrip hM hN
  rw [← hs, (transmission_mul hM hN).2]
  have hT : 0 ≤ transmission M * transmission N := by
    unfold transmission
    positivity
  -- triangle inequalities for |1 + ρ|
  have hup : ‖1 + roundTrip M N‖ ≤ 1 + ‖roundTrip M N‖ := by
    simpa using norm_add_le 1 (roundTrip M N)
  have hlo : 1 - ‖roundTrip M N‖ ≤ ‖1 + roundTrip M N‖ := by
    simpa using norm_sub_norm_le 1 (-roundTrip M N)
  have hp : 0 < 1 - ‖roundTrip M N‖ := sub_pos.2 hlt
  have hq : 0 < ‖1 + roundTrip M N‖ := lt_of_lt_of_le hp hlo
  exact ⟨hM.mul hN, hlt,
    div_le_div_of_nonneg_left hT (pow_pos hq 2) (pow_le_pow_left₀ hq.le hup 2),
    div_le_div_of_nonneg_left hT (pow_pos hp 2) (pow_le_pow_left₀ hp.le hlo 2)⟩

/-- The lower bound is attained exactly when `Re ρ = √(R₁ R₂)`, the upper bound exactly when
`Re ρ = -√(R₁ R₂)`. -/
theorem transmission_mul_eq_bound_iff {M N : Mat2} (hM : IsTransfer M) (hN : IsTransfer N) :
    (transmission (M * N)
        = transmission M * transmission N / (1 + Real.sqrt (reflection M * reflection N)) ^ 2
      ↔ (roundTrip M N).re = Real.sqrt (reflection M * reflection N)) ∧
    (transmission (M * N)
        = transmission M * transmission N / (1 - Real.sqrt (reflection M * reflection N)) ^ 2
      ↔ (roundTrip M N).re = -Real.sqrt (reflection M * reflection N)) := by
  obtain ⟨hs, hlt⟩ := norm_roundTrip hM hN
  rw [← hs, (transmission_mul hM hN).2]
  have hT : 0 < transmission M * transmission N :=
    mul_pos (div_pos one_pos (pow_pos (lt_of_lt_of_le one_pos hM.probabilities.1) 2))
      (div_pos one_pos (pow_pos (lt_of_lt_of_le one_pos hN.probabilities.1) 2))
  have hlo : 1 - ‖roundTrip M N‖ ≤ ‖1 + roundTrip M N‖ := by
    simpa using norm_sub_norm_le 1 (-roundTrip M N)
  have hp : 0 < 1 - ‖roundTrip M N‖ := sub_pos.2 hlt
  have hp' : 0 < 1 + ‖roundTrip M N‖ := by positivity
  have hx : ‖1 + roundTrip M N‖ ^ 2 ≠ 0 := (pow_pos (lt_of_lt_of_le hp hlo) 2).ne'
  -- equal quotients have equal denominators
  have key : ∀ y : ℝ, y ≠ 0 →
      (transmission M * transmission N / ‖1 + roundTrip M N‖ ^ 2
        = transmission M * transmission N / y ↔ ‖1 + roundTrip M N‖ ^ 2 = y) := by
    intro y hy
    constructor
    · intro h
      rw [div_eq_div_iff hx hy] at h
      exact (mul_left_cancel₀ hT.ne' h).symm
    · intro h
      rw [h]
  have hexp : ‖1 + roundTrip M N‖ ^ 2 = 1 + 2 * (roundTrip M N).re + ‖roundTrip M N‖ ^ 2 := by
    simp only [Complex.sq_norm, Complex.normSq_apply, Complex.add_re, Complex.add_im,
      Complex.one_re, Complex.one_im]
    ring
  constructor
  · rw [key _ (pow_pos hp' 2).ne', hexp]
    constructor
    · intro h
      linear_combination h / 2
    · intro h
      linear_combination 2 * h
  · rw [key _ (pow_pos hp 2).ne', hexp]
    constructor
    · intro h
      linear_combination h / 2
    · intro h
      linear_combination 2 * h

/-- In terms of the rapidity, `|a| = cosh θ` and `T = 1 / cosh² θ`. -/
theorem IsTransfer.cosh_rapidity {M : Mat2} (hM : IsTransfer M) :
    Real.cosh (rapidity M) = ‖M 0 0‖ ∧ transmission M = 1 / Real.cosh (rapidity M) ^ 2 := by
  have h : 1 + ‖M 0 1‖ ^ 2 = ‖M 0 0‖ ^ 2 := by linarith [hM.flux]
  have c : Real.cosh (rapidity M) = ‖M 0 0‖ := by
    rw [rapidity, Real.cosh_arsinh, h, Real.sqrt_sq (norm_nonneg _)]
  exact ⟨c, by rw [c, transmission]⟩

/-- The rapidity of two scatterers in series is at most the sum of their rapidities. -/
theorem rapidity_mul_le {M N : Mat2} (hM : IsTransfer M) (hN : IsTransfer N) :
    rapidity (M * N) ≤ rapidity M + rapidity N := by
  have s : ∀ K : Mat2, Real.sinh (rapidity K) = ‖K 0 1‖ := fun K => Real.sinh_arsinh _
  have e : (M * N) 0 1 = M 0 0 * N 0 1 + M 0 1 * N 1 1 := by
    simp only [Matrix.mul_apply, Fin.sum_univ_two]
  have hc : ‖N 1 1‖ = ‖N 0 0‖ := by simp [hN.lower_right]
  -- compare |b| of the product with sinh (θ₁ + θ₂)
  rw [← Real.sinh_le_sinh, Real.sinh_add, s (M * N), s M, s N, hM.cosh_rapidity.1,
    hN.cosh_rapidity.1, e]
  calc ‖M 0 0 * N 0 1 + M 0 1 * N 1 1‖ ≤ ‖M 0 0 * N 0 1‖ + ‖M 0 1 * N 1 1‖ := norm_add_le _ _
    _ = ‖M 0 1‖ * ‖N 0 0‖ + ‖M 0 0‖ * ‖N 0 1‖ := by
      rw [norm_mul, norm_mul, hc]
      ring

/-- For any chain of scatterers the product is a transfer matrix, its rapidity is at most
`∑ θᵢ`, and its transmission is at least `1 / cosh² (∑ θᵢ)`. -/
theorem transmission_prod_ge (L : List Mat2) (h : ∀ M ∈ L, IsTransfer M) :
    IsTransfer L.prod ∧ rapidity L.prod ≤ (L.map rapidity).sum ∧
    1 / Real.cosh (L.map rapidity).sum ^ 2 ≤ transmission L.prod := by
  have main : IsTransfer L.prod ∧ rapidity L.prod ≤ (L.map rapidity).sum := by
    induction L with
    | nil =>
      constructor
      · constructor <;> simp
      · simp [rapidity]
    | cons M L ih =>
      have hM := h M (by simp)
      obtain ⟨i1, i2⟩ := ih (fun K hK => h K (List.mem_cons_of_mem _ hK))
      rw [List.prod_cons, List.map_cons, List.sum_cons]
      exact ⟨hM.mul i1, (rapidity_mul_le hM i1).trans (by linarith)⟩
  obtain ⟨m1, m2⟩ := main
  refine ⟨m1, m2, ?_⟩
  -- cosh is increasing on nonnegative arguments
  have h0 : 0 ≤ rapidity L.prod := Real.arsinh_nonneg_iff.2 (norm_nonneg _)
  have hc : Real.cosh (rapidity L.prod) ≤ Real.cosh (L.map rapidity).sum := by
    refine Real.cosh_le_cosh.2 ?_
    rw [abs_of_nonneg h0]
    exact m2.trans (le_abs_self _)
  rw [m1.cosh_rapidity.2]
  exact div_le_div_of_nonneg_left zero_le_one (pow_pos (Real.cosh_pos _) 2)
    (pow_le_pow_left₀ (Real.cosh_pos _).le hc 2)

/-- For `n` identical cells of rapidity `θ` the transmission is at least `1 / cosh² (n θ)`. -/
theorem transmission_pow_ge {M : Mat2} (hM : IsTransfer M) (n : ℕ) :
    1 / Real.cosh (n * rapidity M) ^ 2 ≤ transmission (M ^ n) := by
  have h := (transmission_prod_ge (List.replicate n M)
    (fun K hK => by rw [List.eq_of_mem_replicate hK]; exact hM)).2.2
  simpa using h

/-- The matrix `[[cosh θ, sinh θ], [sinh θ, cosh θ]]` is a transfer matrix with
`T = 1 / cosh² θ`. -/
theorem boost_witness (θ : ℝ) :
    IsTransfer (boost θ) ∧ transmission (boost θ) = 1 / Real.cosh θ ^ 2 := by
  have e00 : boost θ 0 0 = ((Real.cosh θ : ℝ) : ℂ) := by simp [boost]
  have e01 : boost θ 0 1 = ((Real.sinh θ : ℝ) : ℂ) := by simp [boost]
  have e10 : boost θ 1 0 = ((Real.sinh θ : ℝ) : ℂ) := by simp [boost]
  have e11 : boost θ 1 1 = ((Real.cosh θ : ℝ) : ℂ) := by simp [boost]
  refine ⟨⟨?_, ?_, ?_⟩, ?_⟩
  · rw [e10, e01, Complex.conj_ofReal]
  · rw [e11, e00, Complex.conj_ofReal]
  · rw [e00, e01, Complex.norm_real, Complex.norm_real, Real.norm_eq_abs, Real.norm_eq_abs,
      sq_abs, sq_abs]
    exact Real.cosh_sq_sub_sinh_sq θ
  · rw [transmission, e00, Complex.norm_real, Real.norm_eq_abs, sq_abs]

/-- For `s, t ≥ 0` the pair `boost s`, `boost t` attains the lower bound and the pair
`boost s`, `boost (-t)` attains the upper bound. -/
theorem bounds_sharp {s t : ℝ} (hs : 0 ≤ s) (ht : 0 ≤ t) :
    transmission (boost s * boost t)
      = transmission (boost s) * transmission (boost t)
        / (1 + Real.sqrt (reflection (boost s) * reflection (boost t))) ^ 2 ∧
    transmission (boost s * boost (-t))
      = transmission (boost s) * transmission (boost (-t))
        / (1 - Real.sqrt (reflection (boost s) * reflection (boost (-t)))) ^ 2 := by
  -- the round-trip factor of two boosts is real
  have hρ : ∀ u v : ℝ, roundTrip (boost u) (boost v)
      = ((Real.sinh u / Real.cosh u * (Real.sinh v / Real.cosh v) : ℝ) : ℂ) := by
    intro u v
    simp [roundTrip, boost]
  have hpos : 0 ≤ Real.sinh s / Real.cosh s * (Real.sinh t / Real.cosh t) :=
    mul_nonneg (div_nonneg (Real.sinh_nonneg_iff.2 hs) (Real.cosh_pos s).le)
      (div_nonneg (Real.sinh_nonneg_iff.2 ht) (Real.cosh_pos t).le)
  have hneg : Real.sinh s / Real.cosh s * (Real.sinh (-t) / Real.cosh (-t)) ≤ 0 := by
    rw [Real.sinh_neg, Real.cosh_neg, neg_div, mul_neg]
    linarith
  constructor
  · refine (transmission_mul_eq_bound_iff (boost_witness s).1 (boost_witness t).1).1.2 ?_
    rw [← (norm_roundTrip (boost_witness s).1 (boost_witness t).1).1, hρ s t,
      Complex.ofReal_re, Complex.norm_real, Real.norm_eq_abs, abs_of_nonneg hpos]
  · refine (transmission_mul_eq_bound_iff (boost_witness s).1 (boost_witness (-t)).1).2.2 ?_
    rw [← (norm_roundTrip (boost_witness s).1 (boost_witness (-t)).1).1, hρ s (-t),
      Complex.ofReal_re, Complex.norm_real, Real.norm_eq_abs, abs_of_nonpos hneg, neg_neg]

end

end TransferMatrixComposition
```

```lean
#print axioms TransferMatrixComposition.transmission_mul_bounds
#print axioms TransferMatrixComposition.transmission_pow_ge
#print axioms TransferMatrixComposition.bounds_sharp
```

```
'TransferMatrixComposition.transmission_mul_bounds' depends on axioms: [propext, Classical.choice, Quot.sound]
'TransferMatrixComposition.transmission_pow_ge' depends on axioms: [propext, Classical.choice, Quot.sound]
'TransferMatrixComposition.bounds_sharp' depends on axioms: [propext, Classical.choice, Quot.sound]
```

## How the proof follows the algebra

`IsTransfer.mul` checks the lower row by expanding the product. For the flux condition it passes to real and imaginary parts, where `linear_combination` multiplies the flux equation of `M` by the flux expression of `N` and adds the equation of `N`.

`IsTransfer.probabilities` supplies |a| ≥ 1, |b| < |a| and the formula for R. From these, `norm_roundTrip` computes |ρ| and shows that it is below one. `transmission_mul` factors the upper-left entry; the divisions are legitimate because |a| ≥ 1.

In `transmission_mul_bounds`, `hup` and `hlo` are the two triangle inequalities. They are squared, and `div_le_div_of_nonneg_left` turns the ordering of denominators into the reverse ordering of quotients. For the equality cases, `key` reduces equal quotients to equal denominators, and `hexp` expands |1 + ρ|².

`rapidity_mul_le` compares hyperbolic sines, using the addition formula and the triangle inequality for B. `transmission_prod_ge` then proceeds by induction on the list, and `transmission_pow_ge` applies it to `n` copies of `M`.

Finally, `boost_witness` shows that the real matrices [[cosh θ, sinh θ], [sinh θ, cosh θ]] are transfer matrices. For `boost s` and `boost t`, ρ = tanh s tanh t. With s, t ≥ 0 this is nonnegative, and replacing t by −t reverses its sign, so the equality criterion gives `bounds_sharp`: the first pair attains the lower bound and the second the upper bound.
